# Time reversal flips every component of spin one-half

The theorem `timeReverse_spin` says that time reversal changes the sign of each of the three spin components of a spin-1/2 particle with finitely many orbitals. The spin matrices are S_a = 1 ⊗ σ_a, Pauli matrices without the factor ħ/2, and in a basis of real orbitals times spin the statement reads T conj(S_a) T⁻¹ = −S_a, where T = 1 ⊗ σ_y and conj conjugates each entry. The proof replaces T⁻¹ by T and uses the Kronecker product to reduce the claim to the 2 × 2 identity σ_y conj(σ_a) σ_y = −σ_a. It then tries to check that identity entry by entry for each Pauli matrix.

As first written in Lean, the proof fails:

```lean
import Mathlib

open Matrix
open scoped Kronecker

namespace TimeReverseSpin

noncomputable section

variable {n : Type*} [Fintype n] [DecidableEq n]

/-- The three Pauli matrices, numbered 0, 1, 2 for x, y, z. -/
def pauli : Fin 3 → Matrix (Fin 2) (Fin 2) ℂ :=
  ![!![0, 1; 1, 0], !![0, -Complex.I; Complex.I, 0], !![1, 0; 0, -1]]

/-- The spin matrix `1 ⊗ σ_a` on orbitals times spin. -/
def spin (n : Type*) [DecidableEq n] (a : Fin 3) : Matrix (n × Fin 2) (n × Fin 2) ℂ :=
  (1 : Matrix n n ℂ) ⊗ₖ pauli a

/-- Time reversal of an operator in a basis of real orbitals times spin, `M ↦ T conj(M) T⁻¹` with
`T = 1 ⊗ σ_y`. -/
def timeReverse (M : Matrix (n × Fin 2) (n × Fin 2) ℂ) : Matrix (n × Fin 2) (n × Fin 2) ℂ :=
  spin n 1 * M.map (starRingEnd ℂ) * (spin n 1)⁻¹

/-- The matrix `T = 1 ⊗ σ_y` squares to one. -/
theorem spin_y_sq : spin n 1 * spin n 1 = 1 := by
  have h : pauli 1 * pauli 1 = 1 := by
    ext i j
    fin_cases i <;> fin_cases j <;> simp [pauli, Matrix.mul_apply, Fin.sum_univ_two]
  rw [spin, ← Matrix.mul_kronecker_mul, one_mul, h, Matrix.one_kronecker_one]

/-- Time reversal can be written as `M ↦ T conj(M) T`. -/
theorem timeReverse_eq (M : Matrix (n × Fin 2) (n × Fin 2) ℂ) :
    timeReverse M = spin n 1 * M.map (starRingEnd ℂ) * spin n 1 := by
  rw [timeReverse, Matrix.inv_eq_right_inv spin_y_sq]

/-- Time reversal flips every component of the spin. -/
theorem timeReverse_spin (a : Fin 3) : timeReverse (spin n a) = -spin n a := by
  have h : pauli 1 * (pauli a).map (starRingEnd ℂ) * pauli 1 = -pauli a := by
    ext i j
    fin_cases a <;> fin_cases i <;> fin_cases j <;>
      simp [pauli, Matrix.mul_apply, Fin.sum_univ_two]
  have hc : (spin n a).map (starRingEnd ℂ)
      = (1 : Matrix n n ℂ) ⊗ₖ (pauli a).map (starRingEnd ℂ) := by
    ext ⟨i, s⟩ ⟨j, t⟩
    by_cases hij : i = j <;> simp [spin, Matrix.kroneckerMap_apply, hij]
  rw [timeReverse_eq, hc, spin, ← Matrix.mul_kronecker_mul, ← Matrix.mul_kronecker_mul, h,
    one_mul, one_mul]
  ext ⟨i, s⟩ ⟨j, t⟩
  simp [spin, Matrix.kroneckerMap_apply]

end

end TimeReverseSpin
```

The compiler's answer:

```
Main.lean:39:75: error: unsolved goals
case «0».«0».«0»
n : Type u_1
inst✝¹ : Fintype n
inst✝ : DecidableEq n
⊢ (![0, -Complex.I] ᵥ* !![0, 1; 1, 0].map ⇑(starRingEnd ℂ)) 1 = 0

case «0».«0».«1»
n : Type u_1
inst✝¹ : Fintype n
inst✝ : DecidableEq n
⊢ (![0, -Complex.I] ᵥ* !![0, 1; 1, 0].map ⇑(starRingEnd ℂ)) 0 * Complex.I = 1

case «0».«1».«0»
n : Type u_1
inst✝¹ : Fintype n
inst✝ : DecidableEq n
⊢ (![Complex.I, 0] ᵥ* !![0, 1; 1, 0].map ⇑(starRingEnd ℂ)) 1 * Complex.I = -1

case «0».«1».«1»
n : Type u_1
inst✝¹ : Fintype n
inst✝ : DecidableEq n
⊢ (![Complex.I, 0] ᵥ* !![0, 1; 1, 0].map ⇑(starRingEnd ℂ)) 0 = 0

case «1».«0».«0»
n : Type u_1
inst✝¹ : Fintype n
inst✝ : DecidableEq n
⊢ (![0, -Complex.I] ᵥ* !![0, -Complex.I; Complex.I, 0].map ⇑(starRingEnd ℂ)) 1 = 0

case «1».«0».«1»
n : Type u_1
inst✝¹ : Fintype n
inst✝ : DecidableEq n
⊢ -((![0, -Complex.I] ᵥ* !![0, -Complex.I; Complex.I, 0].map ⇑(starRingEnd ℂ)) 0 * Complex.I) = Complex.I

case «1».«1».«0»
n : Type u_1
inst✝¹ : Fintype n
inst✝ : DecidableEq n
⊢ (![Complex.I, 0] ᵥ* !![0, -Complex.I; Complex.I, 0].map ⇑(starRingEnd ℂ)) 1 * Complex.I = -Complex.I

case «1».«1».«1»
n : Type u_1
inst✝¹ : Fintype n
inst✝ : DecidableEq n
⊢ (![Complex.I, 0] ᵥ* !![0, -Complex.I; Complex.I, 0].map ⇑(starRingEnd ℂ)) 0 = 0

case «2».«0».«0»
n : Type u_1
inst✝¹ : Fintype n
inst✝ : DecidableEq n
⊢ (![0, -Complex.I] ᵥ* !![1, 0; 0, -1].map ⇑(starRingEnd ℂ)) 1 * Complex.I = -1

case «2».«0».«1»
n : Type u_1
inst✝¹ : Fintype n
inst✝ : DecidableEq n
⊢ (![0, -Complex.I] ᵥ* !![1, 0; 0, -1].map ⇑(starRingEnd ℂ)) 0 = 0

case «2».«1».«0»
n : Type u_1
inst✝¹ : Fintype n
inst✝ : DecidableEq n
⊢ (![Complex.I, 0] ᵥ* !![1, 0; 0, -1].map ⇑(starRingEnd ℂ)) 1 = 0

case «2».«1».«1»
n : Type u_1
inst✝¹ : Fintype n
inst✝ : DecidableEq n
⊢ -((![Complex.I, 0] ᵥ* !![1, 0; 0, -1].map ⇑(starRingEnd ℂ)) 0 * Complex.I) = 1
```

What went wrong. The error lies in the 2 × 2 identity `h`, where all twelve cases (three matrices, four entries each) stay open. Every remaining goal contains a row of σ_y multiplied, by the vector-matrix product `ᵥ*`, into a Pauli matrix that still sits under `.map`.

The call to `simp` was given `pauli` and `Matrix.mul_apply` together. With σ_y written out, the inner product was rewritten row by row into `ᵥ*` before it had been expanded into a sum over entries. `Matrix.mul_apply` speaks of an entry of a matrix product, so it does not apply to what is left, and `simp` did not evaluate `ᵥ*` against the mapped matrix.

The repair fixes the order. A first `simp only` expands both products into sums while `pauli` is still folded, and `Matrix.map_apply` turns each entry of the conjugated matrix into the conjugate of an entry. After the split into cases, `simp [pauli]` has only arithmetic with complex numbers to do. The added comment has no effect on the proof.

The change, after which it compiles:

```diff
@@ -39,6 +39,7 @@
   have h : pauli 1 * (pauli a).map (starRingEnd ℂ) * pauli 1 = -pauli a := by
     ext i j
-    fin_cases a <;> fin_cases i <;> fin_cases j <;>
-      simp [pauli, Matrix.mul_apply, Fin.sum_univ_two]
+    -- expand the products before inserting the Pauli matrices
+    simp only [Matrix.mul_apply, Fin.sum_univ_two, Matrix.map_apply]
+    fin_cases a <;> fin_cases i <;> fin_cases j <;> simp [pauli]
   have hc : (spin n a).map (starRingEnd ℂ)
       = (1 : Matrix n n ℂ) ⊗ₖ (pauli a).map (starRingEnd ℂ) := by
```
